# A matrix that annihilates every orbital of a Hermitian Hamiltonian in a finite basis with positive definite overlap is zero

In a finite, possibly non-orthogonal basis, an orbital of energy E is a nonzero vector u, not necessarily normalised, with H u = E S u, where H is the Hamiltonian matrix and S the overlap matrix. The theorem says that if H is Hermitian and S positive definite, any complex matrix D with D u = 0 for every orbital u is zero; in this sense the orbitals are complete. The attempt factors the overlap as S = B†B with B invertible and diagonalises the Hermitian matrix (B⁻¹)†HB⁻¹. Each eigenvector v of that matrix gives an orbital B⁻¹v, so DB⁻¹ vanishes on a basis, and hence D = 0.

The first attempt, which Lean rejects:

```lean
import Mathlib

open Matrix
open scoped ComplexOrder MatrixOrder

namespace OrbitalsComplete

variable {n : Type*} [Fintype n] [DecidableEq n]

/-- The nonzero vector `u` is an orbital of energy `E` for the Hamiltonian `H` in a basis with
overlap matrix `S`: it solves `H u = E S u`. -/
def IsOrbital (H S : Matrix n n ℂ) (E : ℂ) (u : n → ℂ) : Prop :=
  u ≠ 0 ∧ H *ᵥ u = E • (S *ᵥ u)

/-- For a Hermitian Hamiltonian and a positive definite overlap matrix the orbitals are complete:
a matrix that annihilates all of them is zero. -/
theorem orbitals_complete {H S D : Matrix n n ℂ} (hH : H.IsHermitian) (hS : S.PosDef)
    (hD : ∀ E u, IsOrbital H S E u → D *ᵥ u = 0) : D = 0 := by
  -- factor the overlap and pass to an orthonormal basis
  obtain ⟨B, hB⟩ := Matrix.posSemidef_iff_eq_conjTranspose_mul_self.mp hS.posSemidef
  have hdet : IsUnit B.det := by
    rw [isUnit_iff_ne_zero]
    intro h0
    have h := hS.det_pos
    rw [hB, det_mul, h0, mul_zero] at h
    exact lt_irrefl _ h
  have hBC : B * B⁻¹ = 1 := mul_nonsing_inv B hdet
  have hCB : Bᴴ * (B⁻¹)ᴴ = 1 := by
    rw [← conjTranspose_mul, nonsing_inv_mul B hdet, conjTranspose_one]
  have hA : ((B⁻¹)ᴴ * H * B⁻¹).IsHermitian := isHermitian_conjTranspose_mul_mul _ hH
  -- each eigenvector of the transformed Hamiltonian gives an orbital
  have key : ∀ j, (D * B⁻¹) *ᵥ (hA.eigenvectorBasis j).ofLp = 0 := by
    intro j
    let v : n → ℂ := (hA.eigenvectorBasis j).ofLp
    have hev : ((B⁻¹)ᴴ * H * B⁻¹) *ᵥ v = ((hA.eigenvalues j : ℝ) : ℂ) • v :=
      (hA.mulVec_eigenvectorBasis j).trans (by ext i; simp [v])
    have hv0 : v ≠ 0 := by
      intro h
      apply hA.eigenvectorBasis.orthonormal.ne_zero j
      ext i
      exact congrFun h i
    rw [← mulVec_mulVec]
    apply hD ((hA.eigenvalues j : ℝ) : ℂ) (B⁻¹ *ᵥ v)
    refine ⟨fun h => hv0 ?_, ?_⟩
    · calc v = (B * B⁻¹) *ᵥ v := by rw [hBC, one_mulVec]
        _ = 0 := by rw [← mulVec_mulVec, h, mulVec_zero]
    · calc H *ᵥ (B⁻¹ *ᵥ v) = (Bᴴ * (B⁻¹)ᴴ) *ᵥ (H *ᵥ (B⁻¹ *ᵥ v)) := by
            rw [hCB, one_mulVec]
        _ = Bᴴ *ᵥ (((B⁻¹)ᴴ * H * B⁻¹) *ᵥ v) := by
            simp only [mulVec_mulVec, Matrix.mul_assoc]
        _ = ((hA.eigenvalues j : ℝ) : ℂ) • (Bᴴ *ᵥ ((B * B⁻¹) *ᵥ v)) := by
            rw [hev, mulVec_smul, hBC, one_mulVec]
        _ = ((hA.eigenvalues j : ℝ) : ℂ) • (S *ᵥ (B⁻¹ *ᵥ v)) := by
            rw [hB]
            simp only [mulVec_mulVec, Matrix.mul_assoc]
  -- a linear map that vanishes on a basis is zero
  have hlin : (D * B⁻¹).mulVecLin ∘ₗ (WithLp.linearEquiv 2 ℂ (n → ℂ)).toLinearMap = 0 :=
    hA.eigenvectorBasis.toBasis.ext fun j => by
      rw [OrthonormalBasis.coe_toBasis]
      exact key j
  have hzero : D * B⁻¹ = 0 := by
    ext i j
    have h : (D * B⁻¹) *ᵥ Pi.single j 1 = 0 :=
      LinearMap.congr_fun hlin (WithLp.toLp 2 (Pi.single j 1))
    simpa [mulVec_single_one] using congrFun h i
  calc D = D * B⁻¹ * B := by
        rw [Matrix.mul_assoc, nonsing_inv_mul B hdet, Matrix.mul_one]
    _ = 0 := by rw [hzero, Matrix.zero_mul]

end OrbitalsComplete
```

Messages:

```
Main.lean:20:20: error(lean.unknownIdentifier): Unknown constant `Matrix.posSemidef_iff_eq_conjTranspose_mul_self.mp`
Main.lean:20:9: error: Tactic `rcases` failed: `x✝ : ?m.25` is not an inductive datatype
```

What went wrong. The first message says that Lean knows no constant by the name the proof uses for the factorisation, `Matrix.posSemidef_iff_eq_conjTranspose_mul_self`, with or without the `.mp`. The second follows from it: with the term unresolved, its type is only the placeholder `?m.25`, so `obtain` has no existential statement to split into `B` and `hB`.

The repair gets the factorisation from `CStarAlgebra.nonneg_iff_eq_star_mul_self`, by which an element is nonnegative exactly when it has the form `star b * b`. That lemma asks for `0 ≤ S`, not `S.PosSemidef`, and `Matrix.nonneg_iff_posSemidef.mpr` converts one into the other. The matrix order this needs is already available through `open scoped MatrixOrder`.

The result `hB'` is written with `star B`. The added `have` restates it as `S = Bᴴ * B`, the notation of the later steps; Lean accepts `hB'` as its proof because `star` on matrices is by definition the conjugate transpose. The rest of the proof is unchanged.

The change, after which it compiles:

```diff
@@ -18,5 +18,7 @@
     (hD : ∀ E u, IsOrbital H S E u → D *ᵥ u = 0) : D = 0 := by
   -- factor the overlap and pass to an orthonormal basis
-  obtain ⟨B, hB⟩ := Matrix.posSemidef_iff_eq_conjTranspose_mul_self.mp hS.posSemidef
+  obtain ⟨B, hB'⟩ := CStarAlgebra.nonneg_iff_eq_star_mul_self.mp
+    (Matrix.nonneg_iff_posSemidef.mpr hS.posSemidef)
+  have hB : S = Bᴴ * B := hB'
   have hdet : IsUnit B.det := by
     rw [isUnit_iff_ne_zero]
```
